# A Koopmans correction of weight a multiplies the energy's curvature in the occupation by 1 − a

Let E(f) be a twice differentiable energy as a function of the occupation f of one orbital, and write Δ = E(1) − E(0). The correction

P(f) = fΔ − (E(f) − E(0))

vanishes at f = 0 and f = 1. The sum E + P has the constant slope Δ, and E + aP has second derivative (1 − a)E''(f).

Approximate density functionals usually give an energy that curves between integer electron numbers, where the exact energy is straight. The slope at an integer then generally differs from the total-energy difference Δ. For the highest filled orbital, Δ is minus the ionisation energy if all orbitals are relaxed at both occupations.

```lean
import Mathlib

open Set

namespace KoopmansCompliant

noncomputable section

/-- The Koopmans correction at occupation `f`: the straight line between the energies at
occupations 0 and 1, minus the energy `E f` itself. -/
def koopmansCorrection (E : ℝ → ℝ) (f : ℝ) : ℝ :=
  f * (E 1 - E 0) - (E f - E 0)
```

`koopmansCorrection E f` is P(f): the chord through the two integer points, minus the energy. `E : ℝ → ℝ` is any real function, so f may formally lie outside the physical range from 0 to 1.

```lean
/-- The energy with the Koopmans correction added with weight `a`. -/
def correctedEnergy (E : ℝ → ℝ) (a f : ℝ) : ℝ :=
  E f + a * koopmansCorrection E f
```

This is E(f) + aP(f). The weight a is any real number; in Koopmans functionals, where P is computed with the orbitals frozen, it is a screening coefficient, often written α, that accounts for their relaxation.

```lean
/-- With the full correction the energy is the straight line through its values at
occupations 0 and 1. -/
theorem correctedEnergy_one (E : ℝ → ℝ) (f : ℝ) :
    correctedEnergy E 1 f = E 0 + f * (E 1 - E 0) := by
  unfold correctedEnergy koopmansCorrection
  ring
```

At a = 1 the energy at f cancels:

E(f) + fΔ − E(f) + E(0) = E(0) + fΔ.

In Lean, `unfold` inserts the definitions and `ring` does this algebra. No differentiability is needed.

```lean
/-- Where `E` has slope `e`, the corrected energy has the slope that mixes `e` and the
energy difference `E 1 - E 0` with weights `1 - a` and `a`. -/
theorem hasDerivAt_correctedEnergy {E : ℝ → ℝ} {e f : ℝ} (a : ℝ) (h : HasDerivAt E e f) :
    HasDerivAt (correctedEnergy E a) ((1 - a) * e + a * (E 1 - E 0)) f := by
  have h1 := h.fun_add ((((hasDerivAt_id' f).mul_const (E 1 - E 0)).fun_sub
    (h.sub_const (E 0))).const_mul a)
  exact h1.congr_deriv (by ring)
```

`HasDerivAt E e f` says that E is differentiable at f with derivative e. Then P has slope Δ − e, and E + aP has slope

e + a(Δ − e) = (1 − a)e + aΔ.

The term `h1` assembles the derivative from the rules for sums, differences and constant factors, and `congr_deriv` brings its value to this form.

In a calculation, e is the orbital energy, by Janak's theorem, which is an input here. If e = −6 eV at f = 1 and Δ = −9 eV, the corrected level is −7.5 eV for a = 0.5 and −9 eV for a = 1.

```lean
/-- For a twice differentiable energy, the Koopmans correction vanishes at occupations 0 and 1,
the fully corrected energy has constant slope `E 1 - E 0`, and a correction of weight `a`
multiplies the curvature by `1 - a`. -/
theorem koopmans_correction_main {E E' E'' : ℝ → ℝ}
    (hE : ∀ f, HasDerivAt E (E' f) f) (hE' : ∀ f, HasDerivAt E' (E'' f) f) :
    koopmansCorrection E 0 = 0 ∧ koopmansCorrection E 1 = 0 ∧
    (∀ f, HasDerivAt (correctedEnergy E 1) (E 1 - E 0) f) ∧
    (∀ a f, HasDerivAt (deriv (correctedEnergy E a)) ((1 - a) * E'' f) f) := by
  refine ⟨by unfold koopmansCorrection; ring, by unfold koopmansCorrection; ring, ?_, ?_⟩
  · intro f
    exact (hasDerivAt_correctedEnergy 1 (hE f)).congr_deriv (by ring)
  · intro a f
    -- the slope as a function of the occupation
    have hd : deriv (correctedEnergy E a) =
        fun x => (1 - a) * E' x + a * (E 1 - E 0) :=
      funext fun x => (hasDerivAt_correctedEnergy a (hE x)).deriv
    rw [hd]
    exact ((hE' f).const_mul (1 - a)).add_const (a * (E 1 - E 0))
```

The hypotheses say that `E'` is the derivative of E and `E''` that of `E'`, everywhere. The four claims follow by hand:

P(0) = 0 − 0 = 0

P(1) = Δ − Δ = 0

(E + P)' = 0·E' + Δ = Δ

(E + aP)'' = ((1 − a)E' + aΔ)' = (1 − a)E''.

For the last one, `hd` identifies the slope as a function of f, which is then differentiated once more.

The step to a real calculation that the hypotheses leave open is that E stays the same function when the correction is switched on. If the orbitals relax in response, E changes too.

```lean
/-- For a twice differentiable energy, the corrected energy has zero curvature at every
occupation exactly when the correction has weight one or `E` itself has no curvature. -/
theorem curvature_vanishes_iff {E E' E'' : ℝ → ℝ}
    (hE : ∀ f, HasDerivAt E (E' f) f) (hE' : ∀ f, HasDerivAt E' (E'' f) f) (a : ℝ) :
    (∀ f, HasDerivAt (deriv (correctedEnergy E a)) 0 f) ↔ a = 1 ∨ ∀ f, E'' f = 0 := by
  have hc := (koopmans_correction_main hE hE').2.2.2 a
  constructor
  · intro h
    by_cases ha : a = 1
    · exact Or.inl ha
    · right
      intro f
      have h0 : (1 - a) * E'' f = 0 := (hc f).unique (h f)
      rcases mul_eq_zero.mp h0 with h1 | h1
      · exact absurd (by linarith) ha
      · exact h1
  · intro h f
    refine (hc f).congr_deriv ?_
    rcases h with h | h
    · rw [h]; ring
    · rw [h f]; ring
```

Zero curvature everywhere means (1 − a)E''(f) = 0 for all f. Either a = 1, or dividing by 1 − a gives E''(f) = 0 at every f. Lean compares the two values of the second derivative through `unique`, since a derivative has only one value. The result needs the same function E in the energy and in its correction. If a correction computed with frozen orbitals is added to an energy whose orbitals relax, the weight that removes the curvature is generally not 1.

```lean
/-- A correction `Q` that vanishes at occupations 0 and 1 and gives `E + Q` a constant slope
is the Koopmans correction. -/
theorem koopmansCorrection_unique {E Q : ℝ → ℝ} {c : ℝ} (h0 : Q 0 = 0) (h1 : Q 1 = 0)
    (hQ : ∀ f, HasDerivAt (fun x => E x + Q x) c f) :
    Q = koopmansCorrection E := by
  -- subtracting the line of slope `c` leaves a constant
  have hg : ∀ f, HasDerivAt (fun x => (E x + Q x) - c * x) 0 f := fun f =>
    ((hQ f).fun_sub ((hasDerivAt_id' f).const_mul c)).congr_deriv (by ring)
  have hconst : ∀ x y : ℝ, (E x + Q x) - c * x = (E y + Q y) - c * y := fun x y =>
    is_const_of_deriv_eq_zero (fun f => (hg f).differentiableAt) (fun f => (hg f).deriv) x y
  funext f
  have hf := hconst f 0
  have hone := hconst 1 0
  rw [h0] at hf hone
  rw [h1] at hone
  unfold koopmansCorrection
  linear_combination hf - f * hone
```

Suppose Q(0) = Q(1) = 0 and E + Q has constant slope c. Then E(x) + Q(x) − cx has zero derivative, so it is constant and equals its value at 0:

E(f) + Q(f) − cf = E(0).

Setting f = 1 gives c = Δ, and solving for Q(f) gives P(f). These two equations are `hf` and `hone`, and `linear_combination` eliminates c between them.

```lean
/-- For a differentiable energy there is a fractional occupation at which the slope equals the
energy difference `E 1 - E 0` for every weight of the correction. -/
theorem exists_weight_independent_slope {E E' : ℝ → ℝ}
    (hE : ∀ f, HasDerivAt E (E' f) f) :
    ∃ f ∈ Ioo (0 : ℝ) 1, ∀ a, HasDerivAt (correctedEnergy E a) (E 1 - E 0) f := by
  obtain ⟨f, hf, hs⟩ := exists_hasDerivAt_eq_slope E E' (zero_lt_one' ℝ)
    (fun x _ => (hE x).continuousAt.continuousWithinAt) (fun x _ => hE x)
  have hs' : E' f = E 1 - E 0 := by rw [hs]; norm_num
  refine ⟨f, hf, fun a => (hasDerivAt_correctedEnergy a (hE f)).congr_deriv ?_⟩
  rw [hs']
  ring
```

`Ioo 0 1` is the open interval. The mean value theorem supplies an f in it with E'(f) = Δ, and there the corrected slope is

(1 − a)Δ + aΔ = Δ

for every a.

A single interior kink can destroy this. For E(f) = |f − 1/2|, Δ = 0, but the slope is −1 or +1 wherever it exists, so no f works at a = 0.

```lean
/-- If the curvature of a twice differentiable energy is at least `m` between occupations 0
and 1, the Koopmans correction there is at least `m / 2 * (f * (1 - f))`. -/
theorem koopmansCorrection_lower {E E' E'' : ℝ → ℝ} {m : ℝ}
    (hE : ∀ f, HasDerivAt E (E' f) f) (hE' : ∀ f, HasDerivAt E' (E'' f) f)
    (hm : ∀ f ∈ Ioo (0 : ℝ) 1, m ≤ E'' f) {f : ℝ} (hf : f ∈ Icc (0 : ℝ) 1) :
    m / 2 * (f * (1 - f)) ≤ koopmansCorrection E f := by
  have d1 : ∀ x, HasDerivAt (fun x => E x - m / 2 * (x * x)) (E' x - m * x) x := fun x =>
    ((hE x).fun_sub (((hasDerivAt_id' x).fun_mul (hasDerivAt_id' x)).const_mul
      (m / 2))).congr_deriv (by ring)
  have d2 : ∀ x, HasDerivAt (fun x => E' x - m * x) (E'' x - m) x := fun x =>
    ((hE' x).fun_sub ((hasDerivAt_id' x).const_mul m)).congr_deriv (by ring)
  -- removing the parabola of curvature `m` leaves a convex energy
  have hconv : ConvexOn ℝ (Icc (0 : ℝ) 1) (fun x => E x - m / 2 * (x * x)) := by
    refine convexOn_of_hasDerivWithinAt2_nonneg (convex_Icc 0 1)
      (fun x _ => (d1 x).continuousAt.continuousWithinAt)
      (fun x _ => (d1 x).hasDerivWithinAt) (fun x _ => (d2 x).hasDerivWithinAt) ?_
    intro x hx
    rw [interior_Icc] at hx
    exact sub_nonneg.mpr (hm x hx)
  -- a convex energy lies below its chord
  have h := hconv.2 (left_mem_Icc.mpr zero_le_one) (right_mem_Icc.mpr zero_le_one)
    (sub_nonneg.mpr hf.2) hf.1 (sub_add_cancel 1 f)
  simp only [smul_eq_mul, mul_zero, mul_one, zero_add, sub_zero] at h
  unfold koopmansCorrection
  linarith
```

`Icc 0 1` is the closed interval. Suppose E'' ≥ m between the integers. Then G(x) = E(x) − (m/2)x² has G'' = E'' − m ≥ 0 there, so G is convex (`hconv`) and lies below its chord:

E(f) − (m/2)f² ≤ (1 − f)E(0) + fE(1) − (m/2)f.

Rearranging gives

(m/2)f(1 − f) ≤ E(0) + fΔ − E(f) = P(f).

```lean
/-- If the curvature of a twice differentiable energy lies between `m` and `M` for occupations
between 0 and 1, the Koopmans correction there lies between `m / 2` and `M / 2` times
`f * (1 - f)`. -/
theorem koopmansCorrection_bounds {E E' E'' : ℝ → ℝ} {m M : ℝ}
    (hE : ∀ f, HasDerivAt E (E' f) f) (hE' : ∀ f, HasDerivAt E' (E'' f) f)
    (hm : ∀ f ∈ Ioo (0 : ℝ) 1, m ≤ E'' f) (hM : ∀ f ∈ Ioo (0 : ℝ) 1, E'' f ≤ M)
    {f : ℝ} (hf : f ∈ Icc (0 : ℝ) 1) :
    m / 2 * (f * (1 - f)) ≤ koopmansCorrection E f ∧
      koopmansCorrection E f ≤ M / 2 * (f * (1 - f)) := by
  refine ⟨koopmansCorrection_lower hE hE' hm hf, ?_⟩
  -- the upper bound is the lower bound for the energy with reversed sign
  have h := koopmansCorrection_lower (m := -M) (fun x => (hE x).fun_neg)
    (fun x => (hE' x).fun_neg) (fun x hx => neg_le_neg (hM x hx)) hf
  unfold koopmansCorrection at h ⊢
  linarith

end

end KoopmansCompliant
```

If also E'' ≤ M, apply the lower bound to −E, whose curvature is at least −M and whose correction is −P:

−(M/2)f(1 − f) ≤ −P(f).

Reversing the sign gives the upper bound. When the curvature is a constant U between the integers, m = M = U and P(f) = (U/2)f(1 − f), which for this single orbital is the form of the Hubbard correction in DFT+U.

```lean
#print axioms KoopmansCompliant.koopmans_correction_main
#print axioms KoopmansCompliant.curvature_vanishes_iff
#print axioms KoopmansCompliant.exists_weight_independent_slope
#print axioms KoopmansCompliant.koopmansCorrection_bounds
```

```
'KoopmansCompliant.koopmans_correction_main' depends on axioms: [propext, Classical.choice, Quot.sound]
'KoopmansCompliant.curvature_vanishes_iff' depends on axioms: [propext, Classical.choice, Quot.sound]
'KoopmansCompliant.exists_weight_independent_slope' depends on axioms: [propext, Classical.choice, Quot.sound]
'KoopmansCompliant.koopmansCorrection_bounds' depends on axioms: [propext, Classical.choice, Quot.sound]
```
